# A lower bound on the energy gained along an even spin-breaking rotation

A closed-shell Hartree–Fock calculation on a molecule with a stretched bond can converge to a solution that is not a minimum. Stability analysis can then find a direction in which the energy curves downward. The directions considered here are those that make the spin-up and spin-down orbitals differ. In the simplest case one occupied orbital mixes with one virtual orbital, by an angle $t$ for spin up and $-t$ for spin down; in general several such pairs mix at once. How far should one rotate, and how much energy is certain to be gained?

Let $E(t)$ be the energy along this path. If the Hamiltonian does not depend on spin, exchanging the spin labels turns $t$ into $-t$ and leaves the energy unchanged, so $E$ is even. Write $E''(0)=-l$ with $l>0$, and suppose that $E''''(t)\le M$ for all $t$, with $M>0$. The constant $M$ limits how fast the downward curvature can turn upward again. In a finite basis the Hartree–Fock energy along such a path is a finite sum of oscillating terms in $t$, so some such $M$ exists; here it is assumed, and its value has to come from elsewhere.

In Lean 4 with Mathlib:

```lean
import Mathlib

noncomputable section

namespace SpinBreakingInstability
```

## The quartic that bounds the energy change

The least favourable case should be the one in which the fourth derivative equals $M$ everywhere. With no odd terms, the energy change is then

$$q(t)=-\frac{l}{2}t^2+\frac{M}{24}t^4 .$$

```lean
/-- The quartic comparison curve `-l t²/2 + M t⁴/24` for the energy change under a
rotation by `t`. -/
def quarticModel (l M t : ℝ) : ℝ := -l / 2 * t ^ 2 + M / 24 * t ^ 4
```

Its successive derivatives are

$$q'(t)=-lt+\frac{M}{6}t^3,\qquad q''(t)=-l+\frac{M}{2}t^2,\qquad q'''(t)=Mt .$$

The code states each as the derivative of the one before, using `HasDerivAt`, which says that a function has a given derivative at a given point.

```lean
/-- The first three derivatives of the quartic curve, each obtained from the one before. -/
theorem quarticModel_derivs (l M t : ℝ) :
    HasDerivAt (quarticModel l M) (-l * t + M / 6 * t ^ 3) t ∧
    HasDerivAt (fun x : ℝ => -l * x + M / 6 * x ^ 3) (-l + M / 2 * t ^ 2) t ∧
    HasDerivAt (fun x : ℝ => -l + M / 2 * x ^ 2) (M * t) t := by
  have p2 : HasDerivAt (fun x : ℝ => x ^ 2) (2 * t) t := by
    simpa using hasDerivAt_pow 2 t
  have p3 : HasDerivAt (fun x : ℝ => x ^ 3) (3 * t ^ 2) t := by
    simpa using hasDerivAt_pow 3 t
  have p4 : HasDerivAt (fun x : ℝ => x ^ 4) (4 * t ^ 3) t := by
    simpa using hasDerivAt_pow 4 t
  refine ⟨?_, ?_, ?_⟩
  · exact ((p2.const_mul (-l / 2)).fun_add (p4.const_mul (M / 24))).congr_deriv (by ring)
  · exact (((hasDerivAt_id' t).const_mul (-l)).fun_add
      (p3.const_mul (M / 6))).congr_deriv (by ring)
  · exact ((p2.const_mul (M / 2)).const_add (-l)).congr_deriv (by ring)
```

Completing the square in $t^2$ gives

$$q(t)=\frac{M}{24}\left(t^2-\frac{6l}{M}\right)^2-\frac{3l^2}{2M}.$$

For positive $l$ and $M$ the lowest value is therefore $-3l^2/(2M)$, reached at $t=\pm\sqrt{6l/M}$.

```lean
/-- Completing the square in `t²`: for `M ≠ 0` the quartic curve is `M/24` times a square, minus the
constant `3l²/(2M)`. -/
theorem quarticModel_eq_sq {M : ℝ} (hM : M ≠ 0) (l t : ℝ) :
    quarticModel l M t = M / 24 * (t ^ 2 - 6 * l / M) ^ 2 - 3 * l ^ 2 / (2 * M) := by
  unfold quarticModel
  field_simp
  ring
```

## Evenness removes the odd derivatives

Differentiating $E(-t)=E(t)$ $n$ times gives $(-1)^nE^{(n)}(-t)=E^{(n)}(t)$. For odd $n$, setting $t=0$ yields $-E^{(n)}(0)=E^{(n)}(0)$, hence $E^{(n)}(0)=0$. Mathlib's `iteratedDeriv_comp_neg` supplies the factor $(-1)^n$.

```lean
/-- For an energy that is even in the rotation, every derivative of odd order vanishes at
the symmetric point. -/
theorem odd_derivative_zero {E : ℝ → ℝ} (heven : ∀ t, E (-t) = E t) {n : ℕ} (hn : Odd n) :
    iteratedDeriv n E 0 = 0 := by
  have h := iteratedDeriv_comp_neg n E 0
  have hE : (fun x => E (-x)) = E := funext heven
  rw [hE, hn.neg_one_pow, neg_zero, smul_eq_mul] at h
  linarith
```

## From a bound on the slope to a bound on the function

If $f(0)=0$ and $f'(x)\ge0$ for $x\ge0$, then $f$ is nondecreasing on the half line, so $f(x)\ge f(0)=0$ there.

The Mathlib device behind this is `monotoneOn_of_deriv_nonneg`. It asks for a convex set, continuity on the set, and differentiability with a nonnegative derivative in its interior. Here the set is `Set.Ici 0`, the half line $x\ge0$, and `HasDerivAt` supplies both continuity and differentiability. The lemma below takes the derivative as an explicit function `f'`. Its conclusion about `f` has the same form as its hypothesis about `f'`, so the output of one application can be the input of the next. This replaces a Taylor formula with remainder.

```lean
/-- A function that starts from zero and has nonnegative slope on the half line `x ≥ 0`
is nonnegative there. -/
theorem nonneg_of_slope_nonneg {f f' : ℝ → ℝ} (h0 : f 0 = 0)
    (hd : ∀ x, HasDerivAt f (f' x) x) (hf' : ∀ x, 0 ≤ x → 0 ≤ f' x) :
    ∀ x, 0 ≤ x → 0 ≤ f x := by
  intro x hx
  have hm : MonotoneOn f (Set.Ici 0) :=
    monotoneOn_of_deriv_nonneg (convex_Ici 0)
      (fun y _ => (hd y).continuousAt.continuousWithinAt)
      (fun y _ => (hd y).differentiableAt.differentiableWithinAt)
      (fun y hy => by
        rw [(hd y).deriv]
        exact hf' y (interior_subset hy))
  have h := hm (Set.mem_Ici.2 le_rfl) (Set.mem_Ici.2 hx) hx
  linarith
```

## Four integrations of the fourth-derivative bound

Define, for $x\ge0$,

$$\begin{aligned}
D_3(x)&=Mx-E'''(x), & D_2(x)&=-l+\tfrac{M}{2}x^2-E''(x),\\
D_1(x)&=-lx+\tfrac{M}{6}x^3-E'(x), & D_0(x)&=q(x)-\bigl(E(x)-E(0)\bigr).
\end{aligned}$$

All four vanish at $x=0$: $D_3$ and $D_1$ by evenness, $D_2$ because $E''(0)=-l$, and $D_0$ because $q(0)=0$. Moreover $D_3'=M-E''''\ge0$, while $D_2'=D_3$, $D_1'=D_2$ and $D_0'=D_1$. Four applications of the slope lemma give $D_3,D_2,D_1,D_0\ge0$ in turn; in the code these are `g3`, `g2`, `g1` and `g0`. The last one reads

$$E(t)\le E(0)+q(t)\qquad(t\ge0),$$

and since $E$ and $q$ are both even, it holds for negative $t$ as well.

```lean
/-- An even, four times continuously differentiable energy with curvature `-l` at the
symmetric point and fourth derivative at most `M` lies below the quartic curve. -/
theorem energy_le_quartic {E : ℝ → ℝ} {l M : ℝ} (hE : ContDiff ℝ 4 E)
    (heven : ∀ t, E (-t) = E t) (h2 : iteratedDeriv 2 E 0 = -l)
    (h4 : ∀ t, iteratedDeriv 4 E t ≤ M) (t : ℝ) :
    E t ≤ E 0 + quarticModel l M t := by
  have hd (k : ℕ) (hk : k < 4) (x : ℝ) :
      HasDerivAt (iteratedDeriv k E) (iteratedDeriv (k + 1) E x) x := by
    rw [iteratedDeriv_succ]
    exact ((hE.differentiable_iteratedDeriv k (by exact_mod_cast hk)) x).hasDerivAt
  have h1 : iteratedDeriv 1 E 0 = 0 := odd_derivative_zero heven (by decide)
  have h3 : iteratedDeriv 3 E 0 = 0 := odd_derivative_zero heven (by decide)
  -- integrate the bound on the fourth derivative four times
  have g3 := nonneg_of_slope_nonneg (f := fun x => M * x - iteratedDeriv 3 E x)
    (f' := fun x => M - iteratedDeriv 4 E x)
    (by
      show M * 0 - iteratedDeriv 3 E 0 = 0
      rw [h3]; ring)
    (fun x => (((hasDerivAt_id' x).const_mul M).fun_sub
      (hd 3 (by norm_num) x)).congr_deriv (by ring))
    (fun x _ => sub_nonneg.2 (h4 x))
  have g2 := nonneg_of_slope_nonneg
    (f := fun x => (-l + M / 2 * x ^ 2) - iteratedDeriv 2 E x)
    (f' := fun x => M * x - iteratedDeriv 3 E x)
    (by
      show (-l + M / 2 * 0 ^ 2) - iteratedDeriv 2 E 0 = 0
      rw [h2]; ring)
    (fun x => (quarticModel_derivs l M x).2.2.fun_sub (hd 2 (by norm_num) x)) g3
  have g1 := nonneg_of_slope_nonneg
    (f := fun x => (-l * x + M / 6 * x ^ 3) - iteratedDeriv 1 E x)
    (f' := fun x => (-l + M / 2 * x ^ 2) - iteratedDeriv 2 E x)
    (by
      show (-l * 0 + M / 6 * 0 ^ 3) - iteratedDeriv 1 E 0 = 0
      rw [h1]; ring)
    (fun x => (quarticModel_derivs l M x).2.1.fun_sub (hd 1 (by norm_num) x)) g2
  have g0 := nonneg_of_slope_nonneg
    (f := fun x => quarticModel l M x - (iteratedDeriv 0 E x - E 0))
    (f' := fun x => (-l * x + M / 6 * x ^ 3) - iteratedDeriv 1 E x)
    (by
      show quarticModel l M 0 - (iteratedDeriv 0 E 0 - E 0) = 0
      rw [iteratedDeriv_zero]
      unfold quarticModel
      ring)
    (fun x => (quarticModel_derivs l M x).1.fun_sub
      ((hd 0 (by norm_num) x).sub_const (E 0))) g1
  have key : ∀ x, 0 ≤ x → E x ≤ E 0 + quarticModel l M x := by
    intro x hx
    have h := g0 x hx
    simp only [iteratedDeriv_zero] at h
    linarith
  -- evenness carries the bound to negative rotations
  rcases le_total 0 t with ht | ht
  · exact key t ht
  · have h := key (-t) (by linarith)
    have hq : quarticModel l M (-t) = quarticModel l M t := by
      unfold quarticModel
      ring
    rwa [heven, hq] at h
```

## The guaranteed gain and the rotation that achieves it

At $t=\pm\sqrt{6l/M}$ the square in $q$ vanishes, so

$$E\!\left(\pm\sqrt{6l/M}\right)\le E(0)-\frac{3l^2}{2M}.$$

In the formal statement, `E : ℝ → ℝ` is the energy along the path, `ContDiff ℝ 4 E` says that it is four times continuously differentiable, `heven` is the spin-exchange symmetry, and `h2` and `h4` are the conditions on the second and fourth derivatives. Orbitals, determinants and the Hessian do not appear, so the link between $l$ and a computed Hessian eigenvalue depends on how the rotation is normalised. For stability analysis, the theorem gives a step length and a minimum gain along this single one-parameter path, without relaxing any other orbital rotation.

```lean
/-- **Guaranteed gain from a spin-breaking instability.** If the energy is even and four
times continuously differentiable, with curvature `-l < 0` at the symmetric point and fourth
derivative at most `M > 0`, the rotations `±√(6l/M)` both lower it by at least `3l²/(2M)`. -/
theorem instability_gain {E : ℝ → ℝ} {l M : ℝ} (hE : ContDiff ℝ 4 E)
    (heven : ∀ t, E (-t) = E t) (hl : 0 < l) (hM : 0 < M)
    (h2 : iteratedDeriv 2 E 0 = -l) (h4 : ∀ t, iteratedDeriv 4 E t ≤ M) :
    E (√(6 * l / M)) ≤ E 0 - 3 * l ^ 2 / (2 * M) ∧
    E (-√(6 * l / M)) ≤ E 0 - 3 * l ^ 2 / (2 * M) := by
  have hs : √(6 * l / M) ^ 2 = 6 * l / M := Real.sq_sqrt (by positivity)
  have hq : quarticModel l M (√(6 * l / M)) = -(3 * l ^ 2 / (2 * M)) := by
    rw [quarticModel_eq_sq hM.ne', hs]
    ring
  have h := energy_le_quartic hE heven h2 h4 (√(6 * l / M))
  rw [hq] at h
  rw [heven]
  constructor <;> linarith
```

The bound on the fourth derivative is essential. Take $l=M=1$ and $E(t)=-t^2/2+t^4/6$, whose fourth derivative is $4$. This is a test function, not a Hartree–Fock energy. It is even and smooth with $E''(0)=-1$, but its minimum is $-3/8$, so no $t$ reaches the gain of $3/2$ that the formula would promise.

## Shorter steps also lower the energy

The quartic bound can be written as

$$E(t)-E(0)\le-\frac{t^2}{24}\left(12l-Mt^2\right),$$

which is negative whenever $t\ne0$ and $Mt^2<12l$. The final `nlinarith` receives the product of the two positive factors $t^2$ and $12l-Mt^2$.

```lean
/-- For an even, four times continuously differentiable energy with curvature `-l` at the
symmetric point and fourth derivative at most `M`, every nonzero rotation `t` with
`M t² < 12 l` lowers the energy. -/
theorem energy_lt_of_short_step {E : ℝ → ℝ} {l M t : ℝ} (hE : ContDiff ℝ 4 E)
    (heven : ∀ t, E (-t) = E t) (h2 : iteratedDeriv 2 E 0 = -l)
    (h4 : ∀ t, iteratedDeriv 4 E t ≤ M) (ht : t ≠ 0) (hstep : M * t ^ 2 < 12 * l) :
    E t < E 0 := by
  have h := energy_le_quartic hE heven h2 h4 t
  have hpos : 0 < t ^ 2 := by positivity
  unfold quarticModel at h
  nlinarith [mul_pos hpos (sub_pos.2 hstep)]
```

## The energy still available limits the instability

If $E_{\min}\le E(t)$ for all $t$, then evaluating at $t=\sqrt{6l/M}$ gives $E_{\min}\le E(0)-3l^2/(2M)$, or

$$l^2\le\frac{2M}{3}\bigl(E(0)-E_{\min}\bigr).$$

A strong negative curvature thus requires either a large available energy or a large $M$. The number `Emin` may be any lower bound along the path and need not be attained.

```lean
/-- For an even, four times continuously differentiable energy with curvature `-l < 0` at the
symmetric point and fourth derivative at most `M > 0`, a lower bound `Emin` on the energy along the
rotation limits the negative curvature: `l² ≤ 2M(E(0) - Emin)/3`. -/
theorem curvature_bound {E : ℝ → ℝ} {l M Emin : ℝ} (hE : ContDiff ℝ 4 E)
    (heven : ∀ t, E (-t) = E t) (hl : 0 < l) (hM : 0 < M)
    (h2 : iteratedDeriv 2 E 0 = -l) (h4 : ∀ t, iteratedDeriv 4 E t ≤ M)
    (hmin : ∀ t, Emin ≤ E t) :
    l ^ 2 ≤ 2 * M * (E 0 - Emin) / 3 := by
  have h := (instability_gain hE heven hl hM h2 h4).1
  have h' : 3 * l ^ 2 / (2 * M) ≤ E 0 - Emin := by
    linarith [hmin (√(6 * l / M))]
  rw [div_le_iff₀ (by positivity)] at h'
  linarith
```

## The quartic attains the bound

The gain cannot be improved under these hypotheses alone. The function that shows this is unbounded, so it is not itself a Hartree–Fock energy in a finite basis. The function $q$ is itself even and smooth, with $q''(0)=-l$ and $q''''=M$, and the completed square shows that $q(t)\ge q(0)-3l^2/(2M)$ for every $t$. The code obtains the second and fourth derivatives by chaining the formulas for $q'$, $q''$ and $q'''$.

```lean
/-- The gain `3l²/(2M)` cannot be improved: for `M > 0` the quartic curve is even and smooth
to fourth order, has curvature `-l` at zero and fourth derivative `M`, and never falls
further than this below its value at zero. -/
theorem gain_sharp (l : ℝ) {M : ℝ} (hM : 0 < M) :
    ContDiff ℝ 4 (quarticModel l M) ∧
    (∀ t, quarticModel l M (-t) = quarticModel l M t) ∧
    iteratedDeriv 2 (quarticModel l M) 0 = -l ∧
    (∀ t, iteratedDeriv 4 (quarticModel l M) t = M) ∧
    ∀ t, quarticModel l M 0 - 3 * l ^ 2 / (2 * M) ≤ quarticModel l M t := by
  have d1 : deriv (quarticModel l M) = fun x => -l * x + M / 6 * x ^ 3 :=
    funext fun x => (quarticModel_derivs l M x).1.deriv
  have d2 : deriv (fun x : ℝ => -l * x + M / 6 * x ^ 3) = fun x => -l + M / 2 * x ^ 2 :=
    funext fun x => (quarticModel_derivs l M x).2.1.deriv
  have d3 : deriv (fun x : ℝ => -l + M / 2 * x ^ 2) = fun x => M * x :=
    funext fun x => (quarticModel_derivs l M x).2.2.deriv
  refine ⟨?_, ?_, ?_, ?_, ?_⟩
  · show ContDiff ℝ 4 (fun t : ℝ => -l / 2 * t ^ 2 + M / 24 * t ^ 4)
    fun_prop
  · intro t
    unfold quarticModel
    ring
  · rw [iteratedDeriv_eq_iterate]
    change deriv (deriv (quarticModel l M)) 0 = -l
    rw [d1, d2]
    ring
  · intro t
    rw [iteratedDeriv_eq_iterate]
    change deriv (deriv (deriv (deriv (quarticModel l M)))) t = M
    rw [d1, d2, d3]
    exact (((hasDerivAt_id' t).const_mul M).congr_deriv (mul_one M)).deriv
  · intro t
    have h0 : quarticModel l M 0 = 0 := by
      unfold quarticModel
      ring
    have hsq : 0 ≤ M / 24 * (t ^ 2 - 6 * l / M) ^ 2 := by positivity
    rw [h0, quarticModel_eq_sq hM.ne' l t]
    linarith

end SpinBreakingInstability
```

```lean
#print axioms SpinBreakingInstability.energy_lt_of_short_step
-- 'SpinBreakingInstability.energy_lt_of_short_step' depends on axioms: [propext, Classical.choice, Quot.sound]
#print axioms SpinBreakingInstability.curvature_bound
-- 'SpinBreakingInstability.curvature_bound' depends on axioms: [propext, Classical.choice, Quot.sound]
#print axioms SpinBreakingInstability.gain_sharp
-- 'SpinBreakingInstability.gain_sharp' depends on axioms: [propext, Classical.choice, Quot.sound]
```
